# An erfc bound on the error of treating separated Gaussian charges as point charges

When a Coulomb matrix is built with a fast multipole method, each pair of Gaussian charge distributions has to be assigned to the near field, where the repulsion integrals are evaluated, or to the far field, where multipole expansions are used. A simple pairwise test gives every distribution a radius, called its extent, and admits a pair to the far field only if the distance between the centres is at least the sum of the two extents. The boxes into which the method groups the distributions must also be far enough apart for the multipole expansions to converge; that condition is not studied here. Gaussian tails never end, so some overlap remains and the far-field value carries an error that no higher expansion order removes. For spherical Gaussian charges, whose only multipole moment about their own centre is the monopole, the theorems below bound this error in terms of the parameter x0 that sets the extents.

Atomic units are used throughout. Exponents are inverse squared lengths, and x0 is dimensionless.

```lean
import Mathlib

open MeasureTheory Set

namespace GaussianExtentCriterion

noncomputable section
```

## The error function and its complement

The error function is the normalised integral of a Gaussian from 0 to x:

erf(x) = (2/√π) ∫₀ˣ exp(−t²) dt.

In Lean the integral over `(0 : ℝ)..x` is oriented, so it changes sign for negative x, as usual.

```lean
/-- The error function, `2/√π` times the integral of `exp(-t²)` from `0` to `x`. -/
def erf (x : ℝ) : ℝ := 2 / √Real.pi * ∫ t in (0 : ℝ)..x, Real.exp (-t ^ 2)
```

The complementary function collects the tail:

erfc(x) = (2/√π) ∫ₓ^∞ exp(−t²) dt.

The half-line t > x is written `Ioi x`. Since erfc is defined by its own integral and not as 1 − erf, the relation between the two has to be proved.

```lean
/-- The complementary error function, `2/√π` times the integral of `exp(-t²)` over `t > x`. -/
def erfc (x : ℝ) : ℝ := 2 / √Real.pi * ∫ t in Ioi x, Real.exp (-t ^ 2)
```

## Two Gaussian charges and their extents

A unit Gaussian charge with exponent a has the density (a/π)^(3/2) exp(−a r²). The interaction of two such charges, with exponents a and b, depends on the convolution of their densities. This is again a unit Gaussian, and its exponent α follows from the addition of the variances:

1/α = 1/a + 1/b, so α = ab/(a + b).

```lean
/-- The reduced exponent `ab/(a+b)` of two Gaussians with exponents `a, b > 0`. -/
def reducedExponent (a b : ℝ) : ℝ := a * b / (a + b)
```

The interaction energy at distance R is then the potential of a Gaussian charge with exponent α, taken at distance R from its centre:

V(R) = erf(√α R)/R.

The definition `gaussianCoulomb` starts from this closed form, so the reduction of the Coulomb integral over both densities is assumed and not derived.

```lean
/-- The Coulomb interaction of two unit Gaussian charges with exponents `a, b > 0` whose
centres are a distance `R > 0` apart, in closed form. -/
def gaussianCoulomb (a b R : ℝ) : ℝ := erf (√(reducedExponent a b) * R) / R
```

The extent of a charge with exponent a is x0/√a. At this radius the density has fallen to exp(−x0²) times its value at the centre, so x0 sets the accuracy and 1/√a sets the length scale.

```lean
/-- The extent `x0/√a` of a Gaussian charge with exponent `a > 0`, for a parameter `x0 > 0`. -/
def extent (x0 a : ℝ) : ℝ := x0 / √a
```

## The deviation from 1/R is a Gaussian tail

The integrals can be split and compared because exp(−t²) is integrable over the real line. Mathlib has this for exp(−b t²) with b > 0, and the lemma takes b = 1.

```lean
lemma integrable_gauss : Integrable (fun t : ℝ => Real.exp (-t ^ 2)) := by
  simpa using integrable_exp_neg_mul_sq (b := 1) one_pos
```

Joining the two ranges of integration gives the half-line integral of the Gaussian:

∫₀ˣ exp(−t²) dt + ∫ₓ^∞ exp(−t²) dt = ∫₀^∞ exp(−t²) dt = √π/2.

Multiplication by 2/√π yields erf(x) + erfc(x) = 1. The proof follows the same order: `integral_interval_add_Ioi` joins the ranges, `h` supplies the value √π/2, and `field_simp` cancels the prefactor.

```lean
/-- The error function and its complement add up to one. -/
theorem erf_add_erfc (x : ℝ) : erf x + erfc x = 1 := by
  have h : ∫ t in Ioi (0 : ℝ), Real.exp (-t ^ 2) = √Real.pi / 2 := by
    simpa using integral_gaussian_Ioi 1
  have hpi : √Real.pi ≠ 0 := (Real.sqrt_pos.mpr Real.pi_pos).ne'
  unfold erf erfc
  rw [← mul_add, intervalIntegral.integral_interval_add_Ioi
    integrable_gauss.integrableOn integrable_gauss.integrableOn, h]
  field_simp
```

If x < y, the two tails differ by the integral over the interval between them:

erfc(x) − erfc(y) = (2/√π) ∫ₓ^y exp(−t²) dt > 0.

So erfc is strictly decreasing. In the proof, `hsplit` is the splitting of the tail and `hpos` the positivity of the middle part.

```lean
/-- The complementary error function is strictly decreasing. -/
theorem erfc_strictAnti : StrictAnti erfc := by
  intro x y hxy
  have hsplit := intervalIntegral.integral_interval_add_Ioi (a := x) (b := y)
    integrable_gauss.integrableOn integrable_gauss.integrableOn
  have hpos : 0 < ∫ t in x..y, Real.exp (-t ^ 2) :=
    intervalIntegral.intervalIntegral_pos_of_pos integrable_gauss.intervalIntegrable
      (fun t => Real.exp_pos _) hxy
  have hc : 0 < 2 / √Real.pi := div_pos two_pos (Real.sqrt_pos.mpr Real.pi_pos)
  unfold erfc
  exact mul_lt_mul_of_pos_left (by linarith) hc
```

Positivity of erfc follows from this. The value erfc(x + 1) is an integral of a non-negative function and hence at least 0, and erfc(x) is strictly larger.

```lean
lemma erfc_pos (x : ℝ) : 0 < erfc x := by
  have h : 0 ≤ erfc (x + 1) :=
    mul_nonneg (by positivity) (integral_nonneg fun t => (Real.exp_pos _).le)
  exact h.trans_lt (erfc_strictAnti (lt_add_one x))
```

For an explicit estimate of the tail at x > 0, start from (t − x)² ≥ 0, which rearranges to −t² ≤ x² − 2xt. Exponentiating gives

exp(−t²) ≤ exp(x²) exp(−2xt),

with equality at t = x. The right-hand side can be integrated in closed form:

∫ₓ^∞ exp(x²) exp(−2xt) dt = exp(x²) exp(−2x²)/(2x) = exp(−x²)/(2x).

With the prefactor 2/√π this becomes

erfc(x) ≤ exp(−x²)/(√π x).

The pointwise inequality is `hpt`, its integrated form is `hI`, and `he` combines the exponentials. The final `calc` block restores the prefactor.

```lean
lemma erfc_le {x : ℝ} (hx : 0 < x) : erfc x ≤ Real.exp (-x ^ 2) / (√Real.pi * x) := by
  have hneg : -(2 * x) < 0 := by linarith
  -- the Gaussian lies below the exponential that touches it at `x`
  have hpt : ∀ t : ℝ, Real.exp (-t ^ 2) ≤ Real.exp (x ^ 2) * Real.exp (-(2 * x) * t) := by
    intro t
    rw [← Real.exp_add]
    exact Real.exp_le_exp.mpr (by nlinarith [sq_nonneg (t - x)])
  have hI : ∫ t in Ioi x, Real.exp (-t ^ 2) ≤
      ∫ t in Ioi x, Real.exp (x ^ 2) * Real.exp (-(2 * x) * t) :=
    setIntegral_mono integrable_gauss.integrableOn
      ((integrableOn_exp_mul_Ioi hneg x).const_mul _) hpt
  have he : Real.exp (x ^ 2) * Real.exp (-(2 * x) * x) = Real.exp (-x ^ 2) := by
    rw [← Real.exp_add]
    congr 1
    ring
  rw [integral_const_mul, integral_exp_mul_Ioi hneg, neg_div_neg_eq, ← mul_div_assoc, he] at hI
  calc erfc x ≤ 2 / √Real.pi * (Real.exp (-x ^ 2) / (2 * x)) :=
        mul_le_mul_of_nonneg_left hI (by positivity)
    _ = Real.exp (-x ^ 2) / (√Real.pi * x) := by
        rw [div_mul_div_comm, show √Real.pi * (2 * x) = 2 * (√Real.pi * x) by ring,
          mul_div_mul_left _ _ two_ne_zero]
```

The deviation of the Gaussian interaction from the point-charge value can now be written down:

1/R − erf(√α R)/R = (1 − erf(√α R))/R = erfc(√α R)/R.

The Lean proof does the same by replacing the 1 with erf + erfc at the argument √α R.

```lean
/-- The interaction of two Gaussian charges falls short of the point-charge value `1/R` by
`erfc(√α R)/R`, with `α` the reduced exponent. -/
theorem deviation_eq (a b R : ℝ) :
    1 / R - gaussianCoulomb a b R = erfc (√(reducedExponent a b) * R) / R := by
  unfold gaussianCoulomb
  rw [← sub_div, ← erf_add_erfc (√(reducedExponent a b) * R), add_sub_cancel_left]
```

## The exact distance for a given error

The next question is at which distances the deviation is at most erfc(x0)/R. For R > 0 the common factor 1/R drops out, and because erfc is strictly decreasing,

erfc(√α R) ≤ erfc(x0) exactly when x0 ≤ √α R.

The exponents satisfy

α (1/a + 1/b) = [ab/(a + b)] · [(a + b)/(ab)] = 1,

and therefore √α √(1/a + 1/b) = 1. Multiplying x0 ≤ √α R by √(1/a + 1/b) gives the condition on the distance:

x0 √(1/a + 1/b) ≤ R.

Multiplying by √α leads back. The theorem `deviation_le_iff` states this as an equivalence, so at any shorter distance R > 0 the deviation exceeds erfc(x0)/R. In the proof, `hs` is the product of square roots, `key` is the comparison of arguments, and the two `calc` blocks are the two multiplications.

The square root of the sum must not be confused here with the sum of the square roots. If the right-hand side of the equivalence were replaced by the extent condition x0/√a + x0/√b ≤ R, the statement would be false. For a = b = 1 and x0 > 0, the distance R = 1.5 x0 already meets the error bound, since √2 x0 is enough, but the sum of the extents is 2 x0.

```lean
/-- Sharp criterion: the deviation from `1/R` is at most `erfc(x0)/R` exactly when the
distance `R` is at least `x0 √(1/a + 1/b)`. -/
theorem deviation_le_iff {a b R : ℝ} (x0 : ℝ) (ha : 0 < a) (hb : 0 < b) (hR : 0 < R) :
    1 / R - gaussianCoulomb a b R ≤ erfc x0 / R ↔ x0 * √(1 / a + 1 / b) ≤ R := by
  have hs : √(reducedExponent a b) * √(1 / a + 1 / b) = 1 := by
    unfold reducedExponent
    rw [← Real.sqrt_mul (by positivity), div_add_div _ _ ha.ne' hb.ne', div_mul_div_comm,
      Real.sqrt_eq_one, div_eq_one_iff_eq (by positivity)]
    ring
  have key : erfc (√(reducedExponent a b) * R) ≤ erfc x0 ↔ x0 ≤ √(reducedExponent a b) * R :=
    ⟨fun h => not_lt.mp fun hlt => not_lt_of_ge h (erfc_strictAnti hlt),
      fun h => erfc_strictAnti.antitone h⟩
  rw [deviation_eq, div_le_div_iff_of_pos_right hR, key]
  constructor
  · intro h
    calc x0 * √(1 / a + 1 / b) ≤ √(reducedExponent a b) * R * √(1 / a + 1 / b) :=
          mul_le_mul_of_nonneg_right h (Real.sqrt_nonneg _)
      _ = R := by linear_combination R * hs
  · intro h
    calc x0 = √(reducedExponent a b) * (x0 * √(1 / a + 1 / b)) := by
          linear_combination -x0 * hs
      _ ≤ √(reducedExponent a b) * R := mul_le_mul_of_nonneg_left h (Real.sqrt_nonneg _)
```

## How far the sum of extents overshoots

The extent test is convenient because each charge has its own radius, which can be stored before any pair is formed. To compare it with the sharp distance, set u = 1/√a and v = 1/√b. Both are positive, and

u² + v² < u² + v² + 2uv = (u + v)²,

(u + v)² = 2(u² + v²) − (u − v)² ≤ 2(u² + v²).

Taking square roots and multiplying by x0 > 0 gives

x0 √(1/a + 1/b) < x0/√a + x0/√b ≤ √2 · x0 √(1/a + 1/b).

The sum of extents is thus always a sufficient distance, and it overshoots the sharp one by a factor of at most √2, which is reached for a = b. In the proof, `hlow` and `hup` are the two inequalities for u + v. Each is squared first and then closed by `nlinarith`, which receives the decisive fact as a hint: uv > 0 for the first and (u − v)² ≥ 0 for the second.

```lean
/-- The sum of the two extents exceeds the sharp distance `x0 √(1/a + 1/b)`, by a factor of
at most `√2`. -/
theorem extent_sum_bounds {a b x0 : ℝ} (ha : 0 < a) (hb : 0 < b) (hx : 0 < x0) :
    x0 * √(1 / a + 1 / b) < extent x0 a + extent x0 b ∧
      extent x0 a + extent x0 b ≤ √2 * (x0 * √(1 / a + 1 / b)) := by
  have hu : (1 / √a) ^ 2 = 1 / a := by rw [div_pow, Real.sq_sqrt ha.le, one_pow]
  have hv : (1 / √b) ^ 2 = 1 / b := by rw [div_pow, Real.sq_sqrt hb.le, one_pow]
  have hu0 : 0 < 1 / √a := one_div_pos.mpr (Real.sqrt_pos.mpr ha)
  have hv0 : 0 < 1 / √b := one_div_pos.mpr (Real.sqrt_pos.mpr hb)
  have hsum : extent x0 a + extent x0 b = x0 * (1 / √a + 1 / √b) := by
    unfold extent
    ring
  have hlow : √(1 / a + 1 / b) < 1 / √a + 1 / √b := by
    rw [Real.sqrt_lt' (add_pos hu0 hv0), ← hu, ← hv]
    nlinarith [mul_pos hu0 hv0]
  have hup : 1 / √a + 1 / √b ≤ √2 * √(1 / a + 1 / b) := by
    rw [← Real.sqrt_mul zero_le_two, Real.le_sqrt' (add_pos hu0 hv0), ← hu, ← hv]
    nlinarith [sq_nonneg (1 / √a - 1 / √b)]
  rw [hsum]
  refine ⟨mul_lt_mul_of_pos_left hlow hx, ?_⟩
  calc x0 * (1 / √a + 1 / √b) ≤ x0 * (√2 * √(1 / a + 1 / b)) :=
        mul_le_mul_of_nonneg_left hup hx.le
    _ = √2 * (x0 * √(1 / a + 1 / b)) := by ring
```

## The extent criterion for one pair

Let a, b and x0 be positive and let R be at least the sum of the two extents. Then R is also at least the sharp distance, which is positive, so R > 0 follows and need not be assumed. The results so far combine to

0 < 1/R − erf(√α R)/R ≤ erfc(x0)/R ≤ exp(−x0²)/(√π x0 R).

The theorem `extent_criterion` states these three inequalities as a conjunction. The first says that the Gaussian charges always interact more weakly than point charges of the same size and sign. The second is the error bound, and the third replaces erfc by elementary functions, from which a suitable x0 can be estimated for a given threshold. The proof takes them in turn from positivity of erfc, from the sharp criterion and from the tail estimate.

```lean
/-- Extent criterion: for two Gaussian charges at least the sum of their extents apart, the
interaction lies below `1/R` by at most `erfc(x0)/R`, which is at most
`exp(-x0²)/(√π x0 R)`. -/
theorem extent_criterion {a b x0 R : ℝ} (ha : 0 < a) (hb : 0 < b) (hx : 0 < x0)
    (hR : extent x0 a + extent x0 b ≤ R) :
    0 < 1 / R - gaussianCoulomb a b R ∧
      1 / R - gaussianCoulomb a b R ≤ erfc x0 / R ∧
      erfc x0 / R ≤ Real.exp (-x0 ^ 2) / (√Real.pi * x0 * R) := by
  have hsep := (extent_sum_bounds ha hb hx).1.le.trans hR
  have hR0 : 0 < R := lt_of_lt_of_le (by positivity) hsep
  refine ⟨?_, (deviation_le_iff x0 ha hb hR0).mpr hsep, ?_⟩
  · rw [deviation_eq]
    exact div_pos (erfc_pos _) hR0
  · rw [← div_div]
    exact (div_le_div_iff_of_pos_right hR0).mpr (erfc_le hx)
```

## Two clusters of Gaussian charges

In a calculation the charges come in groups. Let the first cluster have charges qᵢ with exponents aᵢ at positions rᵢ, and the second charges pⱼ with exponents bⱼ at positions sⱼ. Write Rᵢⱼ = |rᵢ − sⱼ| and let Vᵢⱼ be the interaction of unit Gaussian charges with exponents aᵢ and bⱼ at this distance. If every pair with one charge from each cluster satisfies the extent criterion, the triangle inequality gives

|Σᵢⱼ qᵢpⱼ/Rᵢⱼ − Σᵢⱼ qᵢpⱼVᵢⱼ| ≤ Σᵢⱼ |qᵢpⱼ| (1/Rᵢⱼ − Vᵢⱼ) ≤ erfc(x0) Σᵢⱼ |qᵢpⱼ|/Rᵢⱼ.

In Lean the clusters are indexed by finite types `ι` and `κ`, the positions are points of `EuclideanSpace ℝ (Fin 3)`, and `hsep` is the separation of all pairs. The charges may have either sign. The absolute values stand inside the sum on the right, so when the products qᵢpⱼ differ in sign, the bound does not limit the error relative to the interaction energy, which may itself be small through cancellation.

The proof applies the triangle inequality to the outer and then to the inner sum. For each pair it factors out qᵢpⱼ, drops the absolute value around the positive deviation, and inserts the bound from `extent_criterion`.

The product of two primitive s-type Gaussian functions is a constant times a single spherical Gaussian, so the model covers such products, with the constant and the normalisation absorbed into the charge and with the sum of the two primitive exponents as the exponent. A product of contracted s-type functions is a sum of such terms and enters as several charges. Products that involve higher angular momentum are not covered. The comparison is with the exact sum over point charges; if that sum is in turn replaced by a truncated multipole expansion about the cluster centres, the truncation adds an error of its own.

```lean
/-- For two clusters of Gaussian charges in space, all pairs separated by their extents,
replacing the Gaussians by point charges changes the interaction energy by at most `erfc(x0)`
times the sum of `|q p|/R` over all pairs. -/
theorem cluster_error {ι κ : Type*} [Fintype ι] [Fintype κ] {x0 : ℝ} (hx : 0 < x0)
    (q a : ι → ℝ) (p b : κ → ℝ) (ha : ∀ i, 0 < a i) (hb : ∀ j, 0 < b j)
    (r : ι → EuclideanSpace ℝ (Fin 3)) (s : κ → EuclideanSpace ℝ (Fin 3))
    (hsep : ∀ i j, extent x0 (a i) + extent x0 (b j) ≤ dist (r i) (s j)) :
    |∑ i, ∑ j, q i * p j / dist (r i) (s j) -
        ∑ i, ∑ j, q i * p j * gaussianCoulomb (a i) (b j) (dist (r i) (s j))| ≤
      erfc x0 * ∑ i, ∑ j, |q i * p j| / dist (r i) (s j) := by
  rw [← Finset.sum_sub_distrib, Finset.mul_sum]
  refine (Finset.abs_sum_le_sum_abs _ _).trans (Finset.sum_le_sum fun i _ => ?_)
  rw [← Finset.sum_sub_distrib, Finset.mul_sum]
  refine (Finset.abs_sum_le_sum_abs _ _).trans (Finset.sum_le_sum fun j _ => ?_)
  -- each pair obeys the extent criterion
  obtain ⟨h0, h1, _⟩ := extent_criterion (ha i) (hb j) hx (hsep i j)
  have e : q i * p j / dist (r i) (s j) -
      q i * p j * gaussianCoulomb (a i) (b j) (dist (r i) (s j)) =
      q i * p j * (1 / dist (r i) (s j) -
        gaussianCoulomb (a i) (b j) (dist (r i) (s j))) := by ring
  rw [e, abs_mul, abs_of_pos h0]
  calc _ ≤ |q i * p j| * (erfc x0 / dist (r i) (s j)) :=
        mul_le_mul_of_nonneg_left h1 (abs_nonneg _)
    _ = erfc x0 * (|q i * p j| / dist (r i) (s j)) := by ring

end

end GaussianExtentCriterion
```

```lean
#print axioms GaussianExtentCriterion.cluster_error
```

```
'GaussianExtentCriterion.cluster_error' depends on axioms: [propext, Classical.choice, Quot.sound]
```
